# The velocity of a site given a unit kick in a finite stable harmonic lattice at rest is the cosine transform of its local density of states

## From a velocity record to a spectrum

The local vibrational density of states at a site can be estimated without diagonalising the dynamical matrix: start from the lattice at rest in equilibrium, give that site alone a unit velocity, integrate the equations of motion, and cosine-transform its recorded velocity. The length of the record limits the frequency resolution. For a finite, undamped harmonic lattice without imaginary frequencies, the result below identifies what the exact record contains. It is a sum of cosines at the mode frequencies, each weighted by the squared amplitude, at the kicked site, of the normalised mode in mass-weighted coordinates.

## Lattice, modes and kick

Let $u_i(t)$ be the mass-weighted displacement of degree of freedom $i$, called a site here, and $v_i(t)$ its velocity. An atom that moves in three dimensions counts as three sites, one for each Cartesian direction. The real dynamical matrix $D$ gives the equations of motion

$$u_i' = v_i, \qquad v_i' = -(Du)_i .$$

The normal modes are orthonormal vectors $e_s$, as many as there are sites, with $De_s = w_s^2 e_s$. They exist with $w_s\ge 0$ whenever $D$ is symmetric and positive semidefinite. The second condition means physically that no displacement lowers the harmonic energy. Zero frequencies, such as those of free translation, are allowed.

If $u(0)=0$ and only site $i$ has an initial velocity, equal to 1, then

$$v_i(t)=\sum_s e_s(i)^2\cos(w_s t),\qquad \sum_s e_s(i)^2=1 .$$

With the local density of states $\mu_i=\sum_s e_s(i)^2\,\delta_{w_s}$, where $\delta_{w_s}$ is the unit point mass at $w_s$ on the frequency axis, this reads $v_i(t)=\int\cos(\omega t)\,d\mu_i(\omega)$, and $\mu_i$ has total mass one.

## Completeness of the modes

Put the modes in the rows of a square matrix, $E_{si}=e_s(i)$. Orthonormality is $EE^{T}=1$. For a square matrix this implies $E^{T}E=1$, that is,

$$\sum_s e_s(i)e_s(j)=\delta_{ij}.$$

The case $i=j$ gives the sum of the weights. Inserting the identity into $x_i=\sum_k\delta_{ik}x_k$ and $D_{ij}=\sum_k D_{ik}\delta_{kj}$ gives

$$x_i=\sum_s e_s(i)\,(e_s\cdot x),\qquad D_{ij}=\sum_s w_s^2e_s(i)e_s(j).$$

The second formula shows that $D$ is symmetric.

## One oscillator per mode

Set $q_s=e_s\cdot u$ and $p_s=e_s\cdot v$. Then $q_s'=p_s$, and by symmetry

$$p_s'=-e_s\cdot Du=-(De_s)\cdot u=-w_s^2q_s .$$

Dropping the index $s$, consider

$$A=p\cos wt+wq\sin wt,\qquad B=p\sin wt-wq\cos wt .$$

Their derivatives vanish:

$$A'=-w^2q\cos wt-wp\sin wt+wp\sin wt+w^2q\cos wt=0,$$
$$B'=-w^2q\sin wt+wp\cos wt-wp\cos wt+w^2q\sin wt=0.$$

Hence $A=p(0)$ and $B=-wq(0)$ at all times. Since $A\cos wt+B\sin wt=p$,

$$p(t)=p(0)\cos wt-wq(0)\sin wt .$$

No step divides by $w$, so the formula also holds at $w=0$.

## Summing over modes

For a kick at site $j$, $q_s(0)=0$ and $p_s(0)=e_s(j)$. Expanding $v(t)$ in modes gives

$$v_i(t)=\sum_s e_s(i)e_s(j)\cos(w_st),$$

and $i=j$ is the stated result. Integrating $\cos(\omega t)$ against the point masses of $\mu_i$ gives the same sum.

The kicked motion can be written down explicitly. Let $S_s(t)=\sin(w_st)/w_s$, or $S_s(t)=t$ if $w_s=0$, and take $u_i=\sum_s e_s(i)e_s(j)S_s(t)$. Since $S_s'=\cos(w_st)$ and $S_s''=-w_s^2S_s$, this obeys the equations of motion. It starts at zero, with velocity $\delta_{ij}$ by completeness.

## Two free masses on a spring

Take two unit masses joined by a spring of constant 2:

$$D=\begin{pmatrix}2&-2\\-2&2\end{pmatrix}.$$

The modes are $(1,1)/\sqrt2$ with $w=0$ and $(1,-1)/\sqrt2$ with $w=2$. A kick at site 1 gives

$$v_1=\tfrac12+\tfrac12\cos 2t=\cos^2t,\qquad v_2=\tfrac12-\tfrac12\cos2t=\sin^2t .$$

At $t=\pi/2$ the second mass carries all the velocity. The constant $\tfrac12$ in $v_1$ is the weight of the translation at zero frequency.

## The Lean file

```lean
import Mathlib

open Matrix MeasureTheory

namespace LocalDensityOfStates

noncomputable section

variable {n : Type*} [Fintype n] [DecidableEq n]

/-- The vectors `e s` are orthonormal eigenvectors of the dynamical matrix `D`, with
eigenvalues `w s ^ 2`, one for each degree of freedom. -/
structure IsNormalModes (D : Matrix n n ℝ) (w : n → ℝ) (e : n → n → ℝ) : Prop where
  orthonormal : ∀ s r, e s ⬝ᵥ e r = if s = r then 1 else 0
  eigen : ∀ s, D *ᵥ e s = (w s ^ 2) • e s

/-- Displacements `u` and velocities `v` that obey the harmonic equation of motion
`u'' = -D u`. -/
structure IsTrajectory (D : Matrix n n ℝ) (u v : ℝ → n → ℝ) : Prop where
  velocity : ∀ t i, HasDerivAt (fun τ => u τ i) (v t i) t
  newton : ∀ t i, HasDerivAt (fun τ => v τ i) (-((D *ᵥ u t) i)) t

/-- The local density of states at site `i`: a point mass `e s i ^ 2` at each mode
frequency `w s`. -/
def ldos (w : n → ℝ) (e : n → n → ℝ) (i : n) : Measure ℝ :=
  ∑ s, ENNReal.ofReal (e s i ^ 2) • Measure.dirac (w s)

/-- Displacement at time `t` of a single mode started at the origin with unit velocity. -/
def modeSine (w t : ℝ) : ℝ := if w = 0 then t else Real.sin (w * t) / w

/-- Every positive semidefinite dynamical matrix has normal modes with nonnegative
frequencies. -/
theorem exists_normalModes {D : Matrix n n ℝ} (hD : D.PosSemidef) :
    ∃ w e, IsNormalModes D w e ∧ ∀ s, 0 ≤ w s := by
  have hH := hD.isHermitian
  refine ⟨fun s => Real.sqrt (hH.eigenvalues s), fun s => (hH.eigenvectorBasis s).ofLp,
    ⟨fun s r => ?_, fun s => ?_⟩, fun s => Real.sqrt_nonneg _⟩
  · have h := orthonormal_iff_ite.mp hH.eigenvectorBasis.orthonormal s r
    rw [← h]
    simp [PiLp.inner_apply, dotProduct, mul_comm]
  · rw [Real.sq_sqrt (hD.eigenvalues_nonneg s)]
    exact hH.mulVec_eigenvectorBasis s

/-- Completeness of the normal modes: summed over modes, the products of amplitudes at two
sites give the Kronecker delta. -/
theorem IsNormalModes.complete {D : Matrix n n ℝ} {w : n → ℝ} {e : n → n → ℝ}
    (h : IsNormalModes D w e) (i j : n) :
    ∑ s, e s i * e s j = if i = j then 1 else 0 := by
  have h1 : (Matrix.of e) * (Matrix.of e)ᵀ = 1 := by
    ext s r
    simpa [Matrix.mul_apply, dotProduct, Matrix.one_apply] using h.orthonormal s r
  -- a left inverse of a square matrix is also a right inverse
  have h2 : (Matrix.of e)ᵀ * (Matrix.of e) = 1 := mul_eq_one_comm.mp h1
  have h3 := congrFun (congrFun h2 i) j
  simpa [Matrix.mul_apply, Matrix.one_apply] using h3

/-- The entries of the dynamical matrix are recovered from the squared frequencies and the mode
amplitudes. -/
theorem IsNormalModes.spectral {D : Matrix n n ℝ} {w : n → ℝ} {e : n → n → ℝ}
    (h : IsNormalModes D w e) (i j : n) :
    D i j = ∑ s, w s ^ 2 * (e s i * e s j) := by
  calc D i j = ∑ k, D i k * (if k = j then 1 else 0) := by simp
    _ = ∑ k, ∑ s, D i k * (e s k * e s j) := by
        refine Finset.sum_congr rfl fun k _ => ?_
        rw [← h.complete k j, Finset.mul_sum]
    _ = ∑ s, (D *ᵥ e s) i * e s j := by
        rw [Finset.sum_comm]
        refine Finset.sum_congr rfl fun s _ => ?_
        simp only [Matrix.mulVec, dotProduct, Finset.sum_mul, mul_assoc]
    _ = ∑ s, w s ^ 2 * (e s i * e s j) := by
        refine Finset.sum_congr rfl fun s _ => ?_
        rw [h.eigen, Pi.smul_apply, smul_eq_mul, mul_assoc]

/-- Any real vector with one component per site is the sum of its projections on the normal modes.
-/
theorem IsNormalModes.expand {D : Matrix n n ℝ} {w : n → ℝ} {e : n → n → ℝ}
    (h : IsNormalModes D w e) (x : n → ℝ) (i : n) :
    x i = ∑ s, e s i * (e s ⬝ᵥ x) := by
  calc x i = ∑ k, (if i = k then 1 else 0) * x k := by simp
    _ = ∑ k, ∑ s, e s i * (e s k * x k) := by
        refine Finset.sum_congr rfl fun k _ => ?_
        rw [← h.complete i k, Finset.sum_mul]
        exact Finset.sum_congr rfl fun s _ => mul_assoc _ _ _
    _ = ∑ s, e s i * (e s ⬝ᵥ x) := by
        rw [Finset.sum_comm]
        simp only [dotProduct, Finset.mul_sum]

/-- The velocity of a harmonic oscillator is fixed by its initial position and velocity,
for any real `w`, zero included. -/
theorem oscillator_velocity {w : ℝ} {q p : ℝ → ℝ} (hq : ∀ t, HasDerivAt q (p t) t)
    (hp : ∀ t, HasDerivAt p (-(w ^ 2 * q t)) t) (t : ℝ) :
    p t = p 0 * Real.cos (w * t) - w * q 0 * Real.sin (w * t) := by
  have hc : ∀ t, HasDerivAt (fun τ => Real.cos (w * τ)) (-Real.sin (w * t) * w) t :=
    fun t => (((hasDerivAt_id' t).const_mul w).cos).congr_deriv (by ring)
  have hs : ∀ t, HasDerivAt (fun τ => Real.sin (w * τ)) (Real.cos (w * t) * w) t :=
    fun t => (((hasDerivAt_id' t).const_mul w).sin).congr_deriv (by ring)
  -- two conserved combinations of position and velocity
  have hA : ∀ t, HasDerivAt
      (fun τ => p τ * Real.cos (w * τ) + w * q τ * Real.sin (w * τ)) 0 t := fun t =>
    (((hp t).fun_mul (hc t)).fun_add (((hq t).const_mul w).fun_mul (hs t))).congr_deriv
      (by ring)
  have hB : ∀ t, HasDerivAt
      (fun τ => p τ * Real.sin (w * τ) - w * q τ * Real.cos (w * τ)) 0 t := fun t =>
    (((hp t).fun_mul (hs t)).fun_sub (((hq t).const_mul w).fun_mul (hc t))).congr_deriv
      (by ring)
  have a := is_const_of_deriv_eq_zero (fun t => (hA t).differentiableAt)
    (fun t => (hA t).deriv) t 0
  have b := is_const_of_deriv_eq_zero (fun t => (hB t).differentiableAt)
    (fun t => (hB t).deriv) t 0
  simp only [mul_zero, Real.cos_zero, Real.sin_zero, mul_one, add_zero, zero_sub] at a b
  linear_combination Real.cos (w * t) * a + Real.sin (w * t) * b
    - p t * Real.sin_sq_add_cos_sq (w * t)

/-- Along any trajectory, the velocity projected on a normal mode evolves as that of an
independent harmonic oscillator. -/
theorem IsNormalModes.mode_velocity {D : Matrix n n ℝ} {w : n → ℝ} {e : n → n → ℝ}
    (h : IsNormalModes D w e) {u v : ℝ → n → ℝ} (hu : IsTrajectory D u v) (s : n) (t : ℝ) :
    e s ⬝ᵥ v t = (e s ⬝ᵥ v 0) * Real.cos (w s * t)
      - w s * (e s ⬝ᵥ u 0) * Real.sin (w s * t) := by
  have hsymm : Dᵀ = D := by
    ext i j
    rw [Matrix.transpose_apply, h.spectral j i, h.spectral i j]
    exact Finset.sum_congr rfl fun s _ => by ring
  refine oscillator_velocity (q := fun τ => e s ⬝ᵥ u τ) (p := fun τ => e s ⬝ᵥ v τ)
    (fun t => ?_) (fun t => ?_) t
  · simp only [dotProduct]
    exact HasDerivAt.fun_sum fun i _ => (hu.velocity t i).const_mul _
  · -- the force projected on the mode is the mode's own restoring force
    have hf : e s ⬝ᵥ (D *ᵥ u t) = w s ^ 2 * (e s ⬝ᵥ u t) := by
      rw [Matrix.dotProduct_mulVec, ← Matrix.mulVec_transpose, hsymm, h.eigen,
        smul_dotProduct, smul_eq_mul]
    have hd : HasDerivAt (fun τ => e s ⬝ᵥ v τ) (∑ i, e s i * -((D *ᵥ u t) i)) t := by
      simp only [dotProduct]
      exact HasDerivAt.fun_sum fun i _ => (hu.newton t i).const_mul _
    refine hd.congr_deriv ?_
    rw [← hf]
    simp only [dotProduct, mul_neg, Finset.sum_neg_distrib]

/-- Velocity at site `i` after a unit velocity is given to site `j` of the resting, undisplaced
lattice. -/
theorem kick_response {D : Matrix n n ℝ} {w : n → ℝ} {e : n → n → ℝ}
    (h : IsNormalModes D w e) {u v : ℝ → n → ℝ} (hu : IsTrajectory D u v) {j : n}
    (hu0 : u 0 = 0) (hv0 : v 0 = Pi.single j 1) (t : ℝ) (i : n) :
    v t i = ∑ s, e s i * e s j * Real.cos (w s * t) := by
  rw [h.expand (v t) i]
  refine Finset.sum_congr rfl fun s _ => ?_
  rw [h.mode_velocity hu s t, hu0, hv0, dotProduct_zero, dotProduct_single]
  ring

/-- If an undisplaced lattice starts with unit velocity at one site and none elsewhere, the velocity
of that site is a sum of cosines at the mode frequencies, weighted by the squared mode amplitudes at
that site, and these weights sum to one. -/
theorem kicked_site_velocity {D : Matrix n n ℝ} {w : n → ℝ} {e : n → n → ℝ}
    (h : IsNormalModes D w e) {u v : ℝ → n → ℝ} (hu : IsTrajectory D u v) {i : n}
    (hu0 : u 0 = 0) (hv0 : v 0 = Pi.single i 1) :
    (∀ t, v t i = ∑ s, e s i ^ 2 * Real.cos (w s * t)) ∧ ∑ s, e s i ^ 2 = 1 := by
  refine ⟨fun t => ?_, ?_⟩
  · simpa only [pow_two] using kick_response h hu hu0 hv0 t i
  · simpa [pow_two] using h.complete i i

/-- If an undisplaced lattice starts with unit velocity at one site and none elsewhere, the velocity
of that site is the cosine transform of the local density of states there, which has total mass one.
-/
theorem velocity_eq_integral_ldos {D : Matrix n n ℝ} {w : n → ℝ} {e : n → n → ℝ}
    (h : IsNormalModes D w e) {u v : ℝ → n → ℝ} (hu : IsTrajectory D u v) {i : n}
    (hu0 : u 0 = 0) (hv0 : v 0 = Pi.single i 1) :
    (∀ t, v t i = ∫ ω, Real.cos (ω * t) ∂(ldos w e i)) ∧ ldos w e i Set.univ = 1 := by
  obtain ⟨hv, hsum⟩ := kicked_site_velocity h hu hu0 hv0
  refine ⟨fun t => ?_, ?_⟩
  · rw [hv t, ldos, integral_finsetSum_measure fun s _ =>
      (integrable_dirac (by simp)).smul_measure ENNReal.ofReal_ne_top]
    refine Finset.sum_congr rfl fun s _ => ?_
    rw [integral_smul_measure, integral_dirac, ENNReal.toReal_ofReal (sq_nonneg _),
      smul_eq_mul]
  · simp only [ldos, Measure.finsetSum_apply, Measure.smul_apply, measure_univ,
      smul_eq_mul, mul_one]
    rw [← ENNReal.ofReal_sum_of_nonneg fun s _ => sq_nonneg _, hsum, ENNReal.ofReal_one]

/-- An explicit trajectory, built from the normal modes, that starts undisplaced with unit
velocity at site `j`. -/
theorem kick_witness {D : Matrix n n ℝ} {w : n → ℝ} {e : n → n → ℝ}
    (h : IsNormalModes D w e) (j : n) :
    IsTrajectory D (fun t i => ∑ s, e s i * e s j * modeSine (w s) t)
        (fun t i => ∑ s, e s i * e s j * Real.cos (w s * t)) ∧
      (fun i => ∑ s, e s i * e s j * modeSine (w s) 0) = 0 ∧
      (fun i => ∑ s, e s i * e s j * Real.cos (w s * 0)) = Pi.single j 1 := by
  refine ⟨⟨fun t i => ?_, fun t i => ?_⟩, ?_, ?_⟩
  · refine HasDerivAt.fun_sum fun s _ => HasDerivAt.const_mul _ ?_
    by_cases hw : w s = 0
    · have hm : modeSine (w s) = fun τ => τ := by
        funext τ
        simp [modeSine, hw]
      rw [hm]
      exact (hasDerivAt_id' t).congr_deriv (by simp [hw])
    · have hm : modeSine (w s) = fun τ => Real.sin (w s * τ) / w s := by
        funext τ
        simp [modeSine, hw]
      rw [hm]
      exact ((((hasDerivAt_id' t).const_mul (w s)).sin).div_const (w s)).congr_deriv
        (by field_simp)
  · have hd : HasDerivAt (fun τ => ∑ s, e s i * e s j * Real.cos (w s * τ))
        (∑ s, e s i * e s j * (-Real.sin (w s * t) * (w s * 1))) t :=
      HasDerivAt.fun_sum fun s _ =>
        (((hasDerivAt_id' t).const_mul (w s)).cos).const_mul _
    refine hd.congr_deriv ?_
    -- the dynamical matrix acts on each mode separately
    have hD : (D *ᵥ fun k => ∑ s, e s k * e s j * modeSine (w s) t) i
        = ∑ s, (D *ᵥ e s) i * (e s j * modeSine (w s) t) := by
      simp only [Matrix.mulVec, dotProduct, Finset.mul_sum, Finset.sum_mul]
      rw [Finset.sum_comm]
      exact Finset.sum_congr rfl fun s _ => Finset.sum_congr rfl fun k _ => by ring
    rw [hD, ← Finset.sum_neg_distrib]
    refine Finset.sum_congr rfl fun s _ => ?_
    have hm : w s ^ 2 * modeSine (w s) t = w s * Real.sin (w s * t) := by
      by_cases hw : w s = 0
      · simp [hw]
      · simp only [modeSine, if_neg hw]
        field_simp
    rw [h.eigen, Pi.smul_apply, smul_eq_mul]
    linear_combination e s i * e s j * hm
  · ext i
    simp [modeSine]
  · ext i
    simp only [mul_zero, Real.cos_zero, mul_one]
    rw [h.complete i j, Pi.single_apply]

end

end LocalDensityOfStates
```

```lean
#print axioms LocalDensityOfStates.exists_normalModes
#print axioms LocalDensityOfStates.velocity_eq_integral_ldos
```

```
'LocalDensityOfStates.exists_normalModes' depends on axioms: [propext, Classical.choice, Quot.sound]
'LocalDensityOfStates.velocity_eq_integral_ldos' depends on axioms: [propext, Classical.choice, Quot.sound]
```

## How the Lean statements read

The finite type `n` labels both sites and modes, and `e s i` is $e_s(i)$. `IsNormalModes D w e` contains orthonormality and the eigenvalue equation. It leaves the signs of the `w s` free; `exists_normalModes` supplies nonnegative ones for any positive semidefinite `D`.

`IsTrajectory D u v` states the two equations of motion for every component at every real time. The initial conditions are `u 0 = 0` and `v 0 = Pi.single i 1`. The main theorem, `kicked_site_velocity`, holds for any trajectory that satisfies them, so the form of the solution is derived and not assumed. `velocity_eq_integral_ldos` restates it with the measure `ldos w e i`.

The theorems concern exact motion in continuous time. Anharmonicity, damping, time-step error and the continuous spectrum of an infinite crystal are not covered, nor is the inversion that recovers the measure from a velocity record.

## How the proof follows the derivation

`exists_normalModes` takes Mathlib's eigenvector basis of a Hermitian matrix and the square roots of its eigenvalues. In `IsNormalModes.complete`, `mul_eq_one_comm` turns $EE^T=1$ into $E^TE=1$. `IsNormalModes.spectral` and `IsNormalModes.expand` insert the Kronecker delta and exchange the sums.

In `oscillator_velocity`, `hA` and `hB` are the statements $A'=0$ and $B'=0$, with the cancellations done by `ring`. `is_const_of_deriv_eq_zero` makes $A$ and $B$ constant, and `linear_combination` forms $A\cos wt+B\sin wt$. `IsNormalModes.mode_velocity` applies this to each mode; its `hsymm` is the symmetry of $D$, and `hf` moves $D$ onto the mode.

`kick_response` sums over modes, and `kicked_site_velocity` sets the two sites equal. For the integral form, the integral over a sum of measures is split and each point mass evaluated. `kick_witness` verifies the explicit motion, treating $w_s=0$ and $w_s\neq0$ separately.
